# Unit overlap of two Slater determinants means equal density matrices

Let $A$ and $B$ be complex $n \times k$ matrices with orthonormal columns, $A^\dagger A = B^\dagger B = 1$, and put $P_A = AA^\dagger$, $P_B = BB^\dagger$. Then $|\det(A^\dagger B)| = 1$ if and only if $P_A = P_B$. The forward direction comes from the estimate $|\det(A^\dagger B)|^2 \le \exp(-\tfrac12 \|P_A - P_B\|_F^2)$, where $\|X\|_F^2 = \sum_{ij} |X_{ij}|^2$ is the squared Frobenius norm.

## Physical setting

Take an orthonormal basis of $n$ one-particle functions $\chi_i$ and two sets of $k$ occupied orbitals,
$$\phi_j = \sum_i A_{ij}\,\chi_i, \qquad \psi_j = \sum_i B_{ij}\,\chi_i .$$
The orbital overlaps are $\langle \phi_j | \psi_l \rangle = (A^\dagger B)_{jl}$, and they form the $k \times k$ matrix $S = A^\dagger B$. Orthonormality of the $\phi_j$ is $A^\dagger A = 1$. The normalised Slater determinants built from the two sets have overlap $\det S$, and $P_A$ is the one-particle density matrix of the first, which is also the orthogonal projector onto the span of the $\phi_j$.

For single-determinant states with the same number of particles in a finite orthonormal basis, as in Hartree–Fock or Kohn–Sham iterations, the estimate relates two ways of comparing iterates: a determinant overlap of modulus close to one forces the densities to be close.

## Statement

In Lean, `n` and `k` are finite index types for basis functions and orbitals; the formulas use the same letters for their numbers of elements, and `Fintype.card k` is the number $k$. The conjugate transpose $A^\dagger$ is `Aᴴ`, and `‖z‖` is the modulus of a complex number. `IsOrthonormal A` means `Aᴴ * A = 1`, `density A` is $P_A$, `overlap A B` is $\det(A^\dagger B)$, and `frobSq X` is $\|X\|_F^2$ for a square matrix, applied both to $n \times n$ densities and to the $k \times k$ matrix $S$.

For orthonormal $A$ and $B$ the main theorems read as follows.

- `normSq_overlap_le_exp`: $|\det(A^\dagger B)|^2 \le \exp(-\tfrac12\|P_A - P_B\|_F^2)$.
- `norm_overlap_eq_one_iff`: $|\det(A^\dagger B)| = 1$ if and only if $P_A = P_B$.
- `maximises_overlap_iff`: the inequality $|\det(A^\dagger C)| \le |\det(A^\dagger B)|$ holds for every orthonormal $n \times k$ matrix $C$ if and only if $P_A = P_B$.

`orb_witness` treats $n = 2$, $k = 1$. With `orb a b` the column $(a, b)^T$ for real $a, b$ obeying $a^2 + b^2 = 1$, both $(1,0)^T$ and $(a,b)^T$ are normalised, their overlap is $a$, and the squared distance of their densities is $2b^2$.

## Derivation

Step 1. For a square matrix $X$,
$$\operatorname{tr}(X^\dagger X) = \sum_j \sum_i \overline{X_{ij}}\, X_{ij} = \|X\|_F^2 .$$
This is a sum of non-negative terms, so $\|X\|_F^2 \le 0$ makes every $|X_{ij}|^2$ vanish and gives $X = 0$.

Step 2. Let $S$ be any $k \times k$ matrix. The matrix $S^\dagger S$ is Hermitian and positive semidefinite, with eigenvalues $\lambda_i \ge 0$. Their product and sum are
$$\prod_i \lambda_i = \det(S^\dagger S) = \overline{\det S}\,\det S = |\det S|^2, \qquad \sum_i \lambda_i = \operatorname{tr}(S^\dagger S) = \|S\|_F^2 .$$
The inequality $1 + x \le e^x$ at $x = \lambda_i - 1$ gives $\lambda_i \le e^{\lambda_i - 1}$. All factors are non-negative, so the $k$ inequalities multiply:
$$|\det S|^2 \le \prod_i e^{\lambda_i - 1} = \exp\Big(\sum_i (\lambda_i - 1)\Big) = \exp\big(\|S\|_F^2 - k\big).$$

Step 3. For orthonormal $A$ the density is Hermitian and idempotent, $P_A^2 = A(A^\dagger A)A^\dagger = P_A$, with $\operatorname{tr} P_A = \operatorname{tr}(A^\dagger A) = k$, and likewise for $B$. With $S = A^\dagger B$, cyclicity of the trace gives
$$\operatorname{tr}(P_B P_A) = \operatorname{tr}(B B^\dagger A A^\dagger) = \operatorname{tr}(B^\dagger A A^\dagger B) = \operatorname{tr}(S^\dagger S) = \|S\|_F^2 ,$$
and $\operatorname{tr}(P_A P_B)$ has the same value. By step 1,
$$\|P_A - P_B\|_F^2 = \operatorname{tr}\big(P_A - P_A P_B - P_B P_A + P_B\big) = 2\big(k - \|S\|_F^2\big).$$

Step 4. Step 3 says $\|S\|_F^2 - k = -\tfrac12\|P_A - P_B\|_F^2$. Inserting this into step 2 gives the estimate. The exponent is never positive, so $|\det S| \le 1$.

Step 5. If $|\det S| = 1$, then $e^0 \le \exp(-\tfrac12\|P_A - P_B\|_F^2)$, hence $\|P_A - P_B\|_F^2 \le 0$ and $P_A = P_B$ by step 1. Conversely, if $P_A = P_B$,
$$S^\dagger S = B^\dagger A A^\dagger B = B^\dagger B B^\dagger B = 1 ,$$
and taking determinants gives $|\det S|^2 = 1$.

Step 6. Every orthonormal $C$ has $|\det(A^\dagger C)| \le 1$, and $C = A$ reaches the value one. So $B$ is a maximiser exactly when $|\det(A^\dagger B)| = 1$, which by step 5 means $P_A = P_B$.

As a numerical instance take $A = (1,0)^T$ and $B = (3/5, 4/5)^T$. The overlap is $3/5$, with square $0.36$. The densities differ by
$$P_A - P_B = \frac{1}{25}\begin{pmatrix} 16 & -12 \\ -12 & -16 \end{pmatrix},$$
so $\|P_A - P_B\|_F^2 = (256 + 144 + 144 + 256)/625 = 32/25$, which equals $2b^2$ at $b = 4/5$ and $2(1 - 9/25)$ from step 3. The estimate reads $0.36 \le e^{-0.64} \approx 0.527$.

## What the formal version assumes

The basis is finite and orthonormal. Coefficients in a non-orthogonal atomic-orbital basis obey a normalisation that contains the basis overlap matrix, and they have to be transformed to an orthonormal basis before the theorems apply. Spin has no separate role: `n` may be read as labelling spin-orbital basis functions. Both determinants have the same $k$.

The formula $\det(A^\dagger B)$ is the definition of `overlap`; no antisymmetrised many-particle state is constructed. The theorems speak of equality of the matrices `density A` and `density B`, and reading this as equality of the occupied spaces rests on the projector property recalled in the physical setting, of which Lean confirms hermiticity and idempotence (inside `frobSq_density_sub`) but not that the range is the span of the orbitals.

In `maximises_overlap_iff` the competitors $C$ range over all orthonormal $n \times k$ matrices, $A$ among them. Maximum-overlap occupation schemes in SCF choose $k$ orbitals out of a given list, the eigenvectors of the current Fock matrix, where the value one need not be attained, and they need not rank the choices by $|\det(A^\dagger C)|$. The theorem does not tell which choice from the list is best.

At $k = 0$ the determinant of the empty matrix is one and both densities are zero, so both sides of each equivalence are true. For $k > n$ no orthonormal matrix exists and the statements are empty.

The forward direction fails if orthonormality of $B$ is dropped, and by symmetry also if that of $A$ is dropped. Take $A = (1,0)^T$ and the unnormalised $B = (1,1)^T$. The overlap is $1$, but $BB^\dagger$ has all four entries equal to one and differs from $P_A$. Here $\|P_A - BB^\dagger\|_F^2 = 3$, and the estimate would read $1 \le e^{-3/2}$, which is false.

```lean
import Mathlib

open Matrix
open scoped ComplexOrder

namespace MaximumOverlap

noncomputable section

variable {n k : Type*} [Fintype n] [Fintype k] [DecidableEq k]

/-- The occupied orbitals, stored as the columns of `A`, are orthonormal. -/
def IsOrthonormal (A : Matrix n k ℂ) : Prop := Aᴴ * A = 1

/-- The one-particle density matrix `A Aᴴ` of the occupied orbitals `A`. -/
def density (A : Matrix n k ℂ) : Matrix n n ℂ := A * Aᴴ

/-- The overlap of two Slater determinants: the determinant of the orbital overlaps `Aᴴ B`. -/
def overlap (A B : Matrix n k ℂ) : ℂ := (Aᴴ * B).det

/-- The squared Frobenius norm: the sum of the squared moduli of all entries. -/
def frobSq (X : Matrix n n ℂ) : ℝ := ∑ i, ∑ j, ‖X i j‖ ^ 2

/-- The squared Frobenius norm of `X` is the trace of `Xᴴ X`. -/
theorem frobSq_eq_trace (X : Matrix n n ℂ) : (frobSq X : ℂ) = (Xᴴ * X).trace := by
  unfold frobSq
  push_cast
  rw [Finset.sum_comm]
  simp only [Matrix.trace, Matrix.diag_apply, Matrix.mul_apply, Matrix.conjTranspose_apply]
  refine Finset.sum_congr rfl fun j _ => Finset.sum_congr rfl fun i _ => ?_
  rw [Complex.star_def, Complex.conj_mul']

/-- A matrix whose squared Frobenius norm is not positive is the zero matrix. -/
theorem eq_zero_of_frobSq_nonpos (X : Matrix n n ℂ) (h : frobSq X ≤ 0) : X = 0 := by
  ext i j
  have h1 : ‖X i j‖ ^ 2 ≤ ∑ l, ‖X i l‖ ^ 2 :=
    Finset.single_le_sum (f := fun l => ‖X i l‖ ^ 2) (fun l _ => sq_nonneg _)
      (Finset.mem_univ j)
  have h2 : ∑ l, ‖X i l‖ ^ 2 ≤ frobSq X :=
    Finset.single_le_sum (f := fun m => ∑ l, ‖X m l‖ ^ 2)
      (fun m _ => Finset.sum_nonneg fun l _ => sq_nonneg _) (Finset.mem_univ i)
  have h3 : ‖X i j‖ ^ 2 = 0 := le_antisymm (by linarith) (sq_nonneg _)
  simpa using h3

/-- For any `k × k` matrix `S`, `|det S|² ≤ exp (∑ |S i j|² - k)`. -/
theorem normSq_det_le_exp (S : Matrix k k ℂ) :
    ‖S.det‖ ^ 2 ≤ Real.exp (frobSq S - Fintype.card k) := by
  have hG : (Sᴴ * S).PosSemidef := Matrix.posSemidef_conjTranspose_mul_self S
  have hdet : (Sᴴ * S).det = ∏ i, ((hG.1.eigenvalues i : ℝ) : ℂ) :=
    hG.1.det_eq_prod_eigenvalues
  have htr : (Sᴴ * S).trace = ∑ i, ((hG.1.eigenvalues i : ℝ) : ℂ) :=
    hG.1.trace_eq_sum_eigenvalues
  have hnn : ∀ i, 0 ≤ hG.1.eigenvalues i := fun i => hG.eigenvalues_nonneg i
  generalize hG.1.eigenvalues = ev at hdet htr hnn
  -- product and sum of the eigenvalues of `Sᴴ S`
  rw [Matrix.det_mul, Matrix.det_conjTranspose, Complex.star_def, Complex.conj_mul'] at hdet
  rw [← frobSq_eq_trace] at htr
  have hp : ‖S.det‖ ^ 2 = ∏ i, ev i := by exact_mod_cast hdet
  have hs : frobSq S = ∑ i, ev i := by exact_mod_cast htr
  have hsum : frobSq S - Fintype.card k = ∑ i, (ev i - 1) := by
    rw [Finset.sum_sub_distrib, hs]
    simp
  -- each eigenvalue obeys `x ≤ exp (x - 1)`
  have hle : ∀ i, ev i ≤ Real.exp (ev i - 1) := fun i => by
    have := Real.add_one_le_exp (ev i - 1)
    linarith
  rw [hp, hsum, Real.exp_sum]
  exact Finset.prod_le_prod (fun i _ => hnn i) (fun i _ => hle i)

/-- For two orthonormal sets of `k` orbitals, the squared Frobenius distance of the densities
is twice `k` minus twice the sum of the squared moduli of the orbital overlaps. -/
theorem frobSq_density_sub {A B : Matrix n k ℂ} (hA : IsOrthonormal A) (hB : IsOrthonormal B) :
    frobSq (density A - density B) = 2 * (Fintype.card k - frobSq (Aᴴ * B)) := by
  have herm : ∀ C : Matrix n k ℂ, (density C)ᴴ = density C := fun C => by
    simp [density, Matrix.conjTranspose_mul]
  have idem : ∀ C : Matrix n k ℂ, IsOrthonormal C → density C * density C = density C := by
    intro C hC
    unfold IsOrthonormal at hC
    unfold density
    rw [Matrix.mul_assoc, ← Matrix.mul_assoc Cᴴ, hC, Matrix.one_mul]
  have tr : ∀ C : Matrix n k ℂ, IsOrthonormal C → (density C).trace = Fintype.card k := by
    intro C hC
    unfold IsOrthonormal at hC
    unfold density
    rw [Matrix.trace_mul_comm, hC, Matrix.trace_one]
  -- the cross term is the total squared orbital overlap
  have cross : (density B * density A).trace = (frobSq (Aᴴ * B) : ℂ) := by
    rw [frobSq_eq_trace]
    unfold density
    rw [Matrix.mul_assoc, Matrix.trace_mul_comm]
    simp only [Matrix.conjTranspose_mul, Matrix.conjTranspose_conjTranspose, Matrix.mul_assoc]
  have cross' : (density A * density B).trace = (frobSq (Aᴴ * B) : ℂ) := by
    rw [Matrix.trace_mul_comm, cross]
  have key : (frobSq (density A - density B) : ℂ)
      = 2 * (Fintype.card k - frobSq (Aᴴ * B)) := by
    rw [frobSq_eq_trace (density A - density B), Matrix.conjTranspose_sub, herm A, herm B,
      sub_mul, mul_sub, mul_sub, idem A hA, idem B hB, Matrix.trace_sub, Matrix.trace_sub,
      Matrix.trace_sub, cross, cross', tr A hA, tr B hB]
    ring
  exact_mod_cast key

/-- For two orthonormal sets of `k` orbitals, the squared modulus of the overlap is at most
`exp (-d² / 2)`, with `d` the Frobenius distance of their densities. -/
theorem normSq_overlap_le_exp {A B : Matrix n k ℂ} (hA : IsOrthonormal A)
    (hB : IsOrthonormal B) :
    ‖overlap A B‖ ^ 2 ≤ Real.exp (-(frobSq (density A - density B)) / 2) := by
  have h : -(frobSq (density A - density B)) / 2 = frobSq (Aᴴ * B) - Fintype.card k := by
    rw [frobSq_density_sub hA hB]
    ring
  rw [h]
  exact normSq_det_le_exp (Aᴴ * B)

/-- Two orthonormal sets of `k` orbitals have overlap of modulus one exactly when their
density matrices coincide. -/
theorem norm_overlap_eq_one_iff {A B : Matrix n k ℂ} (hA : IsOrthonormal A)
    (hB : IsOrthonormal B) : ‖overlap A B‖ = 1 ↔ density A = density B := by
  constructor
  · -- unit overlap forces the exponent of the bound to vanish
    intro h
    have h1 := normSq_overlap_le_exp hA hB
    rw [h, one_pow, ← Real.exp_zero, Real.exp_le_exp] at h1
    exact sub_eq_zero.mp (eq_zero_of_frobSq_nonpos _ (by linarith))
  · -- equal densities give `Sᴴ S = 1` for `S = Aᴴ B`
    intro h
    unfold IsOrthonormal at hB
    unfold density at h
    have hS : (Aᴴ * B)ᴴ * (Aᴴ * B) = 1 := by
      rw [Matrix.conjTranspose_mul, Matrix.conjTranspose_conjTranspose, Matrix.mul_assoc,
        ← Matrix.mul_assoc A, h, Matrix.mul_assoc B, hB, Matrix.mul_one, hB]
    have hd := congrArg Matrix.det hS
    rw [Matrix.det_mul, Matrix.det_conjTranspose, Complex.star_def, Complex.conj_mul',
      Matrix.det_one] at hd
    have h2 : ‖overlap A B‖ ^ 2 = 1 ^ 2 := by
      rw [one_pow]
      unfold overlap
      exact_mod_cast hd
    exact (sq_eq_sq₀ (norm_nonneg _) zero_le_one).mp h2

/-- Among all orthonormal sets of `k` orbitals, `B` maximises the modulus of the overlap with
the reference `A` exactly when it has the density of `A`. -/
theorem maximises_overlap_iff {A B : Matrix n k ℂ} (hA : IsOrthonormal A)
    (hB : IsOrthonormal B) :
    (∀ C : Matrix n k ℂ, IsOrthonormal C → ‖overlap A C‖ ≤ ‖overlap A B‖) ↔
      density A = density B := by
  have bound : ∀ C : Matrix n k ℂ, IsOrthonormal C → ‖overlap A C‖ ≤ 1 := by
    intro C hC
    have h0 : 0 ≤ frobSq (density A - density C) :=
      Finset.sum_nonneg fun _ _ => Finset.sum_nonneg fun _ _ => sq_nonneg _
    have h1 : Real.exp (-(frobSq (density A - density C)) / 2) ≤ Real.exp 0 :=
      Real.exp_le_exp.mpr (by linarith)
    rw [Real.exp_zero] at h1
    have h2 := normSq_overlap_le_exp hA hC
    have h3 := norm_nonneg (overlap A C)
    nlinarith
  rw [← norm_overlap_eq_one_iff hA hB]
  constructor
  · -- the reference itself reaches the value one
    intro h
    have h1 := h A hA
    rw [(norm_overlap_eq_one_iff hA hA).mpr rfl] at h1
    exact le_antisymm (bound B hB) h1
  · intro h C hC
    rw [h]
    exact bound C hC

/-- One occupied orbital with real coefficients `a`, `b` in a basis of two functions. -/
def orb (a b : ℝ) : Matrix (Fin 2) (Fin 1) ℂ := !![(a : ℂ); (b : ℂ)]

/-- For `a² + b² = 1` the orbitals `(1, 0)` and `(a, b)` are normalized, their overlap is `a`,
and the squared Frobenius distance of their densities is `2 b²`. -/
theorem orb_witness (a b : ℝ) (h : a ^ 2 + b ^ 2 = 1) :
    IsOrthonormal (orb 1 0) ∧ IsOrthonormal (orb a b) ∧ overlap (orb 1 0) (orb a b) = a ∧
      frobSq (density (orb 1 0) - density (orb a b)) = 2 * b ^ 2 := by
  have hS : ∀ p q r s : ℝ, (orb p q)ᴴ * orb r s
      = ((p * r + q * s : ℝ) : ℂ) • (1 : Matrix (Fin 1) (Fin 1) ℂ) := by
    intro p q r s
    ext i j
    fin_cases i
    fin_cases j
    simp [orb, Matrix.mul_apply, Fin.sum_univ_two]
  have h0 : IsOrthonormal (orb 1 0) := by
    unfold IsOrthonormal
    rw [hS]
    simp
  have h1 : IsOrthonormal (orb a b) := by
    have h' : a * a + b * b = 1 := by linarith
    unfold IsOrthonormal
    rw [hS, h']
    simp
  have hf : frobSq ((orb 1 0)ᴴ * orb a b) = a ^ 2 := by
    rw [hS]
    simp [frobSq]
  refine ⟨h0, h1, ?_, ?_⟩
  · unfold overlap
    rw [hS]
    simp
  · rw [frobSq_density_sub h0 h1, hf, Fintype.card_fin, Nat.cast_one]
    linarith

end

end MaximumOverlap
```

```lean
#print axioms MaximumOverlap.norm_overlap_eq_one_iff
#print axioms MaximumOverlap.maximises_overlap_iff
```

```
'MaximumOverlap.norm_overlap_eq_one_iff' depends on axioms: [propext, Classical.choice, Quot.sound]
'MaximumOverlap.maximises_overlap_iff' depends on axioms: [propext, Classical.choice, Quot.sound]
```

## Notes on the proof

`frobSq_eq_trace` and `eq_zero_of_frobSq_nonpos` are step 1. The first is an equation in `ℂ`, with the real number `frobSq X` cast, because the trace of a complex matrix is complex; `Finset.sum_comm` puts the double sum in the order of the trace. The second bounds a single entry by its row sum and the row sum by the total, each time with `Finset.single_le_sum`.

`normSq_det_le_exp` is step 2. `Matrix.posSemidef_conjTranspose_mul_self` supplies positivity of $S^\dagger S$, and `hG.1` is the component of that fact stating that $S^\dagger S$ is Hermitian, from which the eigenvalues are taken. `hp` and `hs` are the product and sum formulas as real equations, `hle` is $\lambda_i \le e^{\lambda_i - 1}$ from `Real.add_one_le_exp`, and `Real.exp_sum` with `Finset.prod_le_prod` multiplies the inequalities. That last lemma needs `hnn`, the non-negativity of the eigenvalues.

`frobSq_density_sub` is step 3, with `herm`, `idem`, `tr`, `cross` and `cross'` as the facts listed there. `key` expands the product and splits the trace in `ℂ`, and `exact_mod_cast` returns to `ℝ`. `normSq_overlap_le_exp` rewrites the exponent and applies step 2 to `Aᴴ * B`.

In `norm_overlap_eq_one_iff` the forward branch writes $1$ as `Real.exp 0` and removes the exponentials with `Real.exp_le_exp`. The backward branch proves `hS`, that is $S^\dagger S = 1$, from equal densities and `hB` alone, and applies the determinant to both sides with `congrArg`. The bound $|\det(A^\dagger C)| \le 1$ has no theorem of its own; it is the local fact `bound` in `maximises_overlap_iff`, where `nlinarith` passes from the squared modulus to the modulus. In `orb_witness`, `hS` evaluates the $1 \times 1$ overlap matrix once for general real coefficients, and the density distance is obtained from `frobSq_density_sub` without expanding $2 \times 2$ matrices.

The line `generalize hG.1.eigenvalues = ev at hdet htr hnn` is a pattern worth reusing in spectral arguments. The needed facts about the eigenvalues (determinant, trace, sign) are stated first, and the eigenvalue function, whose term depends on the matrix and on the proof that it is Hermitian, is then replaced by a plain family of reals `ev`. Later rewrites and casts act on the matrix side of `hdet` and `htr` without meeting that dependent term, and what remains is an inequality about real numbers.
